# A Stronger Uniform Quadratic Restraint towards Zero Never Increases the Norm of Fitted Charges and Never Reduces the Fitting Error

Atomic charges for a force field are often fitted to the electrostatic potential around a molecule, with a restraint that keeps poorly determined charges small. When the restraint is quadratic, such charges can be defined as the minimiser of a penalised error or by an explicit matrix formula. Here the formula is the definition, and the minimising property is proved from it:

$$q(t) = (A^{T}A + t\,1)^{-1}A^{T}v .$$

The vector $v$ lists the potentials at the grid points, and $A$ is the real matrix that turns charges into potentials; for point charges in atomic units, $A_{ij}$ is the inverse distance from grid point $i$ to atom $j$. The restraint strength $t>0$ sets how much a squared charge costs relative to a squared error of the potential.

As $t$ grows, the Euclidean norm of $q(t)$ never increases and that of $Aq(t)-v$ never decreases. In force-field parametrisation this gives the direction of the trade-off between small charges and a good fit, for a quadratic restraint of equal weight on every atom and no condition on the total charge. Production fits usually fix the total charge and often use a hyperbolic restraint; the Lean theorems do not cover these, and the last section says what carries over.

## Charges, potentials and the penalty function

```lean
import Mathlib

open Matrix

namespace RestrainedCharges

noncomputable section

variable {m n : Type*} [Fintype m] [Fintype n]
```

The letters `m` and `n` are finite index sets, not numbers: `m` labels grid points and `n` labels atoms. A vector of charges is a function `n → ℝ`, one real number per atom.

```lean
/-- The Euclidean norm of a real vector. -/
def vecNorm (x : n → ℝ) : ℝ := √(x ⬝ᵥ x)
```

The symbol `⬝ᵥ` is the dot product, so `vecNorm x` is $|x|=\sqrt{x\cdot x}$. Applied to the potential error, it is the root of the summed squares, not divided by the number of points.

```lean
/-- The penalty function of the restrained fit: squared error of the potential plus
`t` times the squared norm of the charges. -/
def penalty (A : Matrix m n ℝ) (v : m → ℝ) (t : ℝ) (x : n → ℝ) : ℝ :=
  (A *ᵥ x - v) ⬝ᵥ (A *ᵥ x - v) + t * (x ⬝ᵥ x)
```

`A *ᵥ x` is the matrix $A$ acting on the vector $x$. The penalty function is

$$P_t(x) = |Ax-v|^2 + t|x|^2 .$$

```lean
private lemma self_nonneg (x : n → ℝ) : 0 ≤ x ⬝ᵥ x := by
  unfold dotProduct
  exact Finset.sum_nonneg fun i _ => mul_self_nonneg (x i)
```

A lemma states its claim after the colon and its proof after `:=`. This one says $x\cdot x\ge 0$, as a sum of squares.

```lean
private lemma self_pos {x : n → ℝ} (hx : x ≠ 0) : 0 < x ⬝ᵥ x :=
  lt_of_le_of_ne (self_nonneg x) (Ne.symm (mt dotProduct_self_eq_zero.1 hx))
```

If $x\neq 0$, then $x\cdot x>0$. The hypothesis enters as a named argument, `hx`.

```lean
private lemma dot_transpose (A : Matrix m n ℝ) (x : n → ℝ) (w : m → ℝ) :
    x ⬝ᵥ (Aᵀ *ᵥ w) = (A *ᵥ x) ⬝ᵥ w := by
  rw [Matrix.dotProduct_mulVec, Matrix.vecMul_transpose]
```

This is the rule for moving a matrix across a dot product: $x\cdot(A^{T}w) = (Ax)\cdot w$.

```lean
variable [DecidableEq n]

/-- The matrix `AᵀA + t 1` of the restrained least-squares problem. -/
def respMatrix (A : Matrix m n ℝ) (t : ℝ) : Matrix n n ℝ :=
  Aᵀ * A + t • (1 : Matrix n n ℝ)
```

The restrained matrix is $M_t = A^{T}A + t\,1$, where `•` multiplies by a number.

```lean
/-- The restrained charges `q(t) = (AᵀA + t 1)⁻¹ Aᵀ v`, for restraint strength `t > 0`. -/
def charges (A : Matrix m n ℝ) (v : m → ℝ) (t : ℝ) : n → ℝ :=
  (respMatrix A t)⁻¹ *ᵥ (Aᵀ *ᵥ v)
```

This is the formula for $q(t)$. Lean assigns a value to the inverse of a singular matrix too, so the definition has its intended meaning only once $M_t$ is known to be invertible.

```lean
/-- The charges `(AᵀA + t 1)⁻¹ (Aᵀ v + t r)` restrained towards reference charges `r`,
for restraint strength `t > 0`. -/
def chargesTowards (A : Matrix m n ℝ) (v : m → ℝ) (r : n → ℝ) (t : ℝ) : n → ℝ :=
  (respMatrix A t)⁻¹ *ᵥ (Aᵀ *ᵥ v + t • r)
```

The second kind of charges is restrained towards reference values $r$ instead of zero. Setting the gradient of $|Ax-v|^2+t|x-r|^2$ to zero gives $M_t x = A^{T}v + t r$, hence the formula.

## The formula gives the unique minimiser

```lean
private lemma respMatrix_mulVec (A : Matrix m n ℝ) (t : ℝ) (x : n → ℝ) :
    respMatrix A t *ᵥ x = Aᵀ *ᵥ (A *ᵥ x) + t • x := by
  rw [respMatrix, Matrix.add_mulVec, Matrix.smul_mulVec, Matrix.one_mulVec,
    Matrix.mulVec_mulVec]
```

Written out, $M_t x = A^{T}(Ax) + t x$.

```lean
/-- For every positive restraint strength the matrix `AᵀA + t 1` has non-zero determinant. -/
theorem respMatrix_det_ne_zero (A : Matrix m n ℝ) {t : ℝ} (ht : 0 < t) :
    (respMatrix A t).det ≠ 0 := by
  intro h
  obtain ⟨x, hx, h0⟩ := Matrix.exists_mulVec_eq_zero_iff.2 h
  -- a null vector would satisfy |A x|² + t |x|² = 0
  have h1 := congrArg (fun y => x ⬝ᵥ y) h0
  simp only [respMatrix_mulVec, dotProduct_add, dotProduct_smul, smul_eq_mul,
    dot_transpose, dotProduct_zero] at h1
  linarith [self_nonneg (A *ᵥ x), mul_pos ht (self_pos hx)]
```

For $t>0$ the determinant of $M_t$ is non-zero. If it vanished, some $x\neq0$ would satisfy $M_t x=0$. Taking the dot product with $x$ gives

$$0 = x\cdot M_t x = |Ax|^2 + t|x|^2 > 0,$$

a contradiction. In Lean, `obtain` extracts the null vector, `h1` is the displayed equation, and `linarith`, which settles linear inequalities, finds the contradiction. Nothing is assumed about the rank of $A$, so there may be fewer grid points than atoms.

```lean
/-- For `t > 0` the restrained charges solve the normal equations `AᵀA q + t q = Aᵀ v`. -/
theorem normal_equations (A : Matrix m n ℝ) (v : m → ℝ) {t : ℝ} (ht : 0 < t) :
    Aᵀ *ᵥ (A *ᵥ charges A v t) + t • charges A v t = Aᵀ *ᵥ v := by
  rw [← respMatrix_mulVec, charges, Matrix.mulVec_mulVec,
    Matrix.mul_nonsing_inv _ (isUnit_iff_ne_zero.2 (respMatrix_det_ne_zero A ht)),
    Matrix.one_mulVec]
```

Since the inverse is genuine, multiplying $q(t)$ by $M_t$ gives the normal equations

$$A^{T}Aq(t) + t\,q(t) = A^{T}v .$$

```lean
/-- For `t > 0`, displacing the restrained charges by `d` raises the penalty function by
exactly `|A d|² + t |d|²`. -/
theorem penalty_displaced (A : Matrix m n ℝ) (v : m → ℝ) {t : ℝ} (ht : 0 < t)
    (d : n → ℝ) :
    penalty A v t (charges A v t + d) =
      penalty A v t (charges A v t) + ((A *ᵥ d) ⬝ᵥ (A *ᵥ d) + t * (d ⬝ᵥ d)) := by
  -- the terms linear in d cancel by the normal equations
  have h := congrArg (fun y => d ⬝ᵥ y) (normal_equations A v ht)
  simp only [dotProduct_add, dotProduct_smul, smul_eq_mul, dot_transpose] at h
  simp only [penalty, Matrix.mulVec_add, add_dotProduct, sub_dotProduct,
    dotProduct_add, dotProduct_sub]
  linear_combination 2 * h + dotProduct_comm (A *ᵥ charges A v t) (A *ᵥ d)
    - dotProduct_comm v (A *ᵥ d) + t * dotProduct_comm (charges A v t) d
```

Write $q=q(t)$ and displace it by $d$. Expanding the squares gives

$$P_t(q+d) = P_t(q) + 2\big[(Ad)\cdot(Aq-v) + t\,d\cdot q\big] + |Ad|^2 + t|d|^2 .$$

The bracket equals $d\cdot(A^{T}Aq + tq - A^{T}v)$, which vanishes by the normal equations. In the proof, `h` is the normal equations dotted with $d$, and `linear_combination` adds twice this identity to the expansion, together with the symmetry of the dot product.

```lean
/-- For `t > 0` the restrained charges are the unique minimiser of the penalty function. -/
theorem penalty_lt (A : Matrix m n ℝ) (v : m → ℝ) {t : ℝ} (ht : 0 < t)
    {x : n → ℝ} (hx : x ≠ charges A v t) :
    penalty A v t (charges A v t) < penalty A v t x := by
  have h := penalty_displaced A v ht (x - charges A v t)
  rw [add_sub_cancel] at h
  linarith [self_nonneg (A *ᵥ (x - charges A v t)),
    mul_pos ht (self_pos (sub_ne_zero.2 hx))]
```

Take $d = x-q(t)$. If $x\neq q(t)$, then $|Ad|^2+t|d|^2>0$, so $P_t(q(t))<P_t(x)$: the charges given by the formula are the only minimiser.

## Comparing two restraint strengths

```lean
/-- If `Aᵀ v ≠ 0`, two different positive restraint strengths give different charges. -/
theorem charges_ne (A : Matrix m n ℝ) (v : m → ℝ) {s t : ℝ} (hs : 0 < s) (ht : 0 < t)
    (hst : s ≠ t) (hv : Aᵀ *ᵥ v ≠ 0) : charges A v s ≠ charges A v t := by
  intro h
  have h1 := normal_equations A v hs
  have h2 := normal_equations A v ht
  rw [h] at h1
  have h3 : (s - t) • charges A v t = 0 := by
    rw [sub_smul]
    exact sub_eq_zero.2 (add_left_cancel (h1.trans h2.symm))
  have h4 := (smul_eq_zero.1 h3).resolve_left (sub_ne_zero.2 hst)
  apply hv
  rw [← h2, h4]
  simp only [Matrix.mulVec_zero, smul_zero, add_zero]
```

Suppose $s\neq t$ are both positive and $q(s)=q(t)=q$. Subtracting the two sets of normal equations leaves $(s-t)q=0$, so $q=0$, and the normal equations then give $A^{T}v=0$. Hence if $A^{T}v\neq0$, different strengths give different charges. In the proof, `h3` is the subtraction and `h4` is $q=0$.

```lean
/-- If `Aᵀ v ≠ 0`, a stronger restraint gives charges of strictly smaller norm and a
strictly larger fitting error, for positive restraint strengths. -/
theorem restraint_strict (A : Matrix m n ℝ) (v : m → ℝ) {s t : ℝ} (hs : 0 < s)
    (hst : s < t) (hv : Aᵀ *ᵥ v ≠ 0) :
    vecNorm (charges A v t) < vecNorm (charges A v s) ∧
      vecNorm (A *ᵥ charges A v s - v) < vecNorm (A *ᵥ charges A v t - v) := by
  have ht := hs.trans hst
  have hne := charges_ne A v hs ht hst.ne hv
  -- each set of charges is tried in the penalty function of the other
  have h1 := penalty_lt A v hs hne.symm
  have h2 := penalty_lt A v ht hne
  unfold penalty at h1 h2
  have hN : charges A v t ⬝ᵥ charges A v t < charges A v s ⬝ᵥ charges A v s := by
    by_contra h
    nlinarith [mul_nonneg (sub_nonneg.2 hst.le) (sub_nonneg.2 (not_lt.1 h))]
  have hE := mul_lt_mul_of_pos_left hN hs
  exact ⟨Real.sqrt_lt_sqrt (self_nonneg _) hN,
    Real.sqrt_lt_sqrt (self_nonneg _) (by linarith)⟩
```

This is the strict result, for $0<s<t$ and $A^{T}v\neq0$. The condition says that the potential has some overlap with what the atomic charges can produce.

Write $N_s=|q(s)|^2$ and $E_s=|Aq(s)-v|^2$, and likewise for $t$. Each set of charges is the unique minimiser of its own penalty function, and the two sets differ, so

$$E_s + sN_s < E_t + sN_t, \qquad E_t + tN_t < E_s + tN_s .$$

Adding these and cancelling the errors gives $(t-s)(N_t-N_s)<0$, hence $N_t<N_s$. The first inequality then yields

$$E_s < E_t + s(N_t-N_s) < E_t .$$

Taking square roots gives both claims. The two comparisons are `h1` and `h2`. The norm inequality `hN` is proved by contradiction: `nlinarith` is given the product $(t-s)(N_t-N_s)\ge0$, which clashes with the sum. `hE` is $sN_t<sN_s$, used for the error.

```lean
/-- As the positive restraint strength increases, the norm of the restrained charges never
increases and the fitting error never decreases. -/
theorem restraint_monotone (A : Matrix m n ℝ) (v : m → ℝ) {s t : ℝ} (hs : 0 < s)
    (hst : s ≤ t) :
    vecNorm (charges A v t) ≤ vecNorm (charges A v s) ∧
      vecNorm (A *ᵥ charges A v s - v) ≤ vecNorm (A *ᵥ charges A v t - v) := by
  by_cases hv : Aᵀ *ᵥ v = 0
  · -- all restrained charges vanish
    have h0 : ∀ u, charges A v u = 0 := fun u => by
      rw [charges, hv, Matrix.mulVec_zero]
    simp only [h0, le_refl, and_self]
  · rcases eq_or_lt_of_le hst with rfl | h
    · exact ⟨le_rfl, le_rfl⟩
    · exact ⟨(restraint_strict A v hs h hv).1.le, (restraint_strict A v hs h hv).2.le⟩
```

This is the general statement, for $0<s\le t$ and with no condition on $v$. The proof splits into cases. If $A^{T}v=0$, all the charges are zero and both inequalities are equalities. Otherwise either $s=t$, where nothing changes, or $s<t$, where the strict theorem applies.

## Restraining towards reference charges

```lean
/-- For `t > 0`, restraining towards `r` amounts to adding to `r` the restrained charges
fitted to the residual potential `v - A r`. -/
theorem chargesTowards_eq (A : Matrix m n ℝ) (v : m → ℝ) (r : n → ℝ) {t : ℝ}
    (ht : 0 < t) : chargesTowards A v r t = r + charges A (v - A *ᵥ r) t := by
  have e : Aᵀ *ᵥ v + t • r = respMatrix A t *ᵥ r + Aᵀ *ᵥ (v - A *ᵥ r) := by
    rw [respMatrix_mulVec, Matrix.mulVec_sub]
    abel
  have h : (respMatrix A t)⁻¹ *ᵥ (respMatrix A t *ᵥ r) = r := by
    rw [Matrix.mulVec_mulVec,
      Matrix.nonsing_inv_mul _ (isUnit_iff_ne_zero.2 (respMatrix_det_ne_zero A ht)),
      Matrix.one_mulVec]
  rw [chargesTowards, e, Matrix.mulVec_add, h, charges]
```

Write $q_r(t)$ for the charges restrained towards $r$. The right-hand side of their linear system splits as

$$A^{T}v + t r = M_t r + A^{T}(v-Ar),$$

because $M_t r = A^{T}Ar + tr$. Applying $M_t^{-1}$ shows that $q_r(t)$ is $r$ plus the ordinary restrained charges fitted to the residual potential $v-Ar$. The split is `e` in the proof, and `h` is $M_t^{-1}M_t r=r$.

```lean
/-- As the positive strength of a restraint towards `r` increases, the distance of the
charges from `r` never increases and the fitting error never decreases. -/
theorem restraint_towards_monotone (A : Matrix m n ℝ) (v : m → ℝ) (r : n → ℝ)
    {s t : ℝ} (hs : 0 < s) (hst : s ≤ t) :
    vecNorm (chargesTowards A v r t - r) ≤ vecNorm (chargesTowards A v r s - r) ∧
      vecNorm (A *ᵥ chargesTowards A v r s - v) ≤
        vecNorm (A *ᵥ chargesTowards A v r t - v) := by
  have hd : ∀ u, 0 < u → chargesTowards A v r u - r = charges A (v - A *ᵥ r) u := by
    intro u hu
    rw [chargesTowards_eq A v r hu]
    abel
  have he : ∀ u, 0 < u → A *ᵥ chargesTowards A v r u - v =
      A *ᵥ charges A (v - A *ᵥ r) u - (v - A *ᵥ r) := by
    intro u hu
    rw [chargesTowards_eq A v r hu, Matrix.mulVec_add]
    abel
  have ht := hs.trans_le hst
  rw [hd t ht, hd s hs, he t ht, he s hs]
  exact restraint_monotone A (v - A *ᵥ r) hs hst

end

end RestrainedCharges
```

For $0<s\le t$,

$$|q_r(t)-r|\le|q_r(s)-r|, \qquad |Aq_r(s)-v|\le|Aq_r(t)-v| .$$

Let $p(t)$ be the ordinary restrained charges for the potential $v-Ar$. Then $q_r(t)-r=p(t)$ and $Aq_r(t)-v = Ap(t)-(v-Ar)$; these are `hd` and `he`. Both inequalities therefore reduce to the previous theorem with $v-Ar$ in place of $v$.

```lean
#print axioms RestrainedCharges.restraint_towards_monotone
-- 'RestrainedCharges.restraint_towards_monotone' depends on axioms: [propext, Classical.choice, Quot.sound]
```

## Two charges and two grid points

Take

$$A=\begin{pmatrix}2&1\\1&2\end{pmatrix},\quad v=\begin{pmatrix}3\\0\end{pmatrix},\quad A^{T}A=\begin{pmatrix}5&4\\4&5\end{pmatrix},\quad A^{T}v=\begin{pmatrix}6\\3\end{pmatrix}.$$

The numbers are chosen for easy arithmetic and do not describe a real molecule: read in atomic units, they would put each grid point half a bohr from an atom, much closer than the points used in such fits. Solving $(A^{T}A+t\,1)q=A^{T}v$ at three strengths gives:

| $t$ | $q(t)$ | $\lvert q(t)\rvert$ | $\lvert Aq(t)-v\rvert$ |
|---|---|---|---|
| 1 | (1.2, −0.3) | 1.237 | 1.082 |
| 3 | (0.75, 0) | 0.750 | 1.677 |
| 11 | (0.35, 0.1) | 0.364 | 2.268 |

The norm falls and the error rises. The second charge goes from 0 to 0.1 between the last two rows, so an individual charge may grow in magnitude while the norm of the whole set shrinks.

## Other restraint functions

The comparison of two minimisers does not need the restraint to be quadratic. Let $R(x)$ be any real restraint function, and for $0<s<t$ let $q_s$ and $q_t$ minimise $|Ax-v|^2+sR(x)$ and $|Ax-v|^2+tR(x)$ over the same set of allowed charges, supposing that such minimisers exist. The same two comparisons, with $\le$ in place of $<$, give $R(q_t)\le R(q_s)$ and $|Aq_s-v|\le|Aq_t-v|$. This includes a hyperbolic restraint with a fixed total charge, though the quantity that cannot increase is then $R$ and not the norm. The Lean theorems treat only the quadratic, unconstrained case.
